# The trace of transforming and symmetrising a real two-index table by N is ((tr N)² + tr N²)/2

Take a square table V of real numbers, transform both of its indices with a real matrix N, and symmetrise, which gives Nᵀ(V + Vᵀ)N/2. The lemma `trace_twirl` says that this linear map, acting on the space of all such tables, has trace ((tr N)² + tr N²)/2. The index set is finite, and N is any real square matrix, not necessarily orthogonal or invertible. The proof finds each diagonal entry of the map in the basis of tables with a single entry 1, namely (N_pp N_qq + N_pq N_qp)/2, and then sums over p and q.

Lean 4 with Mathlib refuses this proof:

```lean
import Mathlib

open Matrix

namespace OctahedralElectrostaticIntegrals

noncomputable section

variable {G ι κ : Type*} [Group G] [Fintype ι] [DecidableEq ι] [Fintype κ] [DecidableEq κ]

/-- The map `V ↦ Nᵀ (V + Vᵀ) N / 2`, which transforms and symmetrizes a table. -/
def twirl (N : Matrix κ κ ℝ) : Matrix κ κ ℝ →ₗ[ℝ] Matrix κ κ ℝ where
  toFun V := (1 / 2 : ℝ) • (Nᵀ * (V + Vᵀ) * N)
  map_add' V U := by
    simp only [transpose_add, Matrix.mul_add, Matrix.add_mul, smul_add]
    abel
  map_smul' r V := by
    rw [transpose_smul, ← smul_add, Matrix.mul_smul, Matrix.smul_mul]
    exact smul_comm _ _ _

/-- The trace of the transform-and-symmetrize map is `((tr N)² + tr N²) / 2`. -/
theorem trace_twirl (N : Matrix κ κ ℝ) :
    LinearMap.trace ℝ _ (twirl N) = (N.trace ^ 2 + (N * N).trace) / 2 := by
  have e : ∀ a b i j, (Nᵀ * Matrix.single a b (1 : ℝ) * N) i j = N a i * N b j := by
    intro a b i j
    simp [Matrix.mul_apply, Matrix.single_apply, ite_and]
  have h : ∀ p q, LinearMap.toMatrix (Matrix.stdBasis ℝ κ κ) (Matrix.stdBasis ℝ κ κ)
      (twirl N) (p, q) (p, q) = (N p p * N q q + N p q * N q p) / 2 := by
    intro p q
    rw [LinearMap.toMatrix_apply, Matrix.stdBasis_eq_single]
    change ((1 / 2 : ℝ) • (Nᵀ * (Matrix.single p q 1 + (Matrix.single p q 1)ᵀ) * N)) p q = _
    rw [transpose_single, Matrix.smul_apply, Matrix.mul_add, Matrix.add_mul, Matrix.add_apply,
      e, e, smul_eq_mul]
    ring
  rw [LinearMap.trace_eq_matrix_trace ℝ (Matrix.stdBasis ℝ κ κ)]
  simp only [Matrix.trace, diag_apply, Fintype.sum_prod_type, h, Matrix.mul_apply, pow_two,
    Finset.sum_mul_sum, ← Finset.sum_div, Finset.sum_add_distrib]

end

end OctahedralElectrostaticIntegrals
```

Lean reports:

```
Main.lean:31:11: error: Function expected at
  (1 / 2) • (Nᵀ * (single p q 1 + (single p q 1)ᵀ) * N)
but this term has type
  ?m.217

Note: Expected a function because this term is being applied to the argument
  p
```

Cause. The error is in the `change` line, which restates the goal as the (p, q) entry of an explicit matrix. To read off an entry, Lean applies the matrix to `p` and `q` as a function, so it must already know that the expression has a function type. Here it did not, because the bare `1` in `Matrix.single p q 1` leaves the type of that matrix's entries open. Lean's multiplication allows factors of different types, so the real matrix `Nᵀ` beside it does not settle the matter. The type of the product, and with it that of the scalar multiple, was still the unknown `?m.217` when Lean reached the argument `p`.

The repair writes `(1 : ℝ)` in both places, which makes the entries real and lets Lean work out the type of the product. The earlier statement `e` already does this, and there the product is applied to `i` and `j` without complaint. The repair also states the type of the whole expression as `Matrix κ κ ℝ`. This unfolds to a function of two indices, so Lean knows that `p` and `q` can be applied.

The mended proof, as a diff:

```diff
@@ -29,5 +29,6 @@
     intro p q
     rw [LinearMap.toMatrix_apply, Matrix.stdBasis_eq_single]
-    change ((1 / 2 : ℝ) • (Nᵀ * (Matrix.single p q 1 + (Matrix.single p q 1)ᵀ) * N)) p q = _
+    change ((1 / 2 : ℝ) • (Nᵀ * (Matrix.single p q (1 : ℝ) + (Matrix.single p q (1 : ℝ))ᵀ) * N) :
+      Matrix κ κ ℝ) p q = _
     rw [transpose_single, Matrix.smul_apply, Matrix.mul_add, Matrix.add_mul, Matrix.add_apply,
       e, e, smul_eq_mul]
```
